# Half-filled Hückel rings: the lowest-energy boundary is periodic for 4m + 2 sites and antiperiodic for 4m

Measure energies from the p-orbital energy, in units of the resonance integral's magnitude. Half-filled periodic Hückel rings with 4, 6, 8 and 10 sites and equal bonds then have energies per site of −1, −1.333, −1.207 and −1.294. They jump to either side of the infinite-chain value −4/π ≈ −1.273. Read as a trend with size, this is misleading: the boundary condition suits 6 and 10 sites but not 4 and 8.

Let the wavefunction gain a phase on going once around a ring of N sites:

ψ(x + N) = e^(iθ) ψ(x)

Here θ = 0 is the periodic ring and θ = π the antiperiodic, or Möbius, ring. For non-interacting electrons and equal bonds, the half-filled energy E is

N = 4m + 2, −π ≤ θ ≤ π: E = −4 cos(θ/N) / sin(π/N)

N = 4m > 0, 0 ≤ θ ≤ 2π: E = −4 cos((θ − π)/N) / sin(π/N)

The comparison is between boundaries at fixed size; aromatic stabilisation relative to an open chain is a different quantity.

In Lean 4 with Mathlib:

```lean
import Mathlib

open Finset
open scoped Real

namespace TwistedHuckelRing

noncomputable section
```

The site energy is 0 and the hopping energy is −1, so energies are measured from the p-orbital energy in units of the resonance integral's magnitude. `waveNumber` is k_j = (2πj + θ)/N, with lattice spacing 1.

```lean
/-- Wave number of the `j`-th Bloch wave on a ring of `N ≥ 1` sites with boundary twist `θ`. -/
def waveNumber (N : ℕ) (θ : ℝ) (j : ℕ) : ℝ := (2 * π * j + θ) / N

/-- Hückel level of the `j`-th Bloch wave for `N ≥ 1` sites, with site energy 0 and
hopping energy -1. -/
def level (N : ℕ) (θ : ℝ) (j : ℕ) : ℝ := -2 * Real.cos (waveNumber N θ j)
```

`blochWave` is unnormalised; the normalised amplitude is e^(ikx)/√N.

```lean
/-- Amplitude of the `j`-th Bloch wave at site `x`, for `N ≥ 1` sites. -/
def blochWave (N : ℕ) (θ : ℝ) (j : ℕ) (x : ℤ) : ℂ :=
  Complex.exp ((waveNumber N θ j : ℂ) * x * Complex.I)
```

Half filling means N electrons for even N. `halfFilledEnergy` takes the minimum over all choices of N/2 levels and doubles it for spin, so the filling order is not assumed.

```lean
/-- Least energy of doubly occupying `N / 2` (rounded down) of the levels `ε 0, ..., ε (N - 1)`. -/
def halfFilledEnergy (N : ℕ) (ε : ℕ → ℝ) : ℝ :=
  2 * (powersetCard (N / 2) (range N)).inf'
    (powersetCard_nonempty.2 (by rw [card_range]; exact Nat.div_le_self N 2))
    (fun S => ∑ j ∈ S, ε j)

/-- Half-filled energy of the Hückel ring with an even number `N ≥ 2` of sites and boundary twist
`θ`. -/
def ringEnergy (N : ℕ) (θ : ℝ) : ℝ := halfFilledEnergy N (level N θ)
```

## At least one site

The condition `0 < N` gives the ring a circumference. Inserting ψ(x) = e^(ikx) into the hopping equation gives

−[ψ(x + 1) + ψ(x − 1)] = −2 cos k · ψ(x)

and the boundary condition requires kN = 2πj + θ. The proof uses `hN` to cancel N in this relation; the rest follows from the addition rule for exponentials, the exponential form of the cosine and e^(2πij) = 1. With no sites, going around would be no move at all and could not produce a phase different from 1.

```lean
/-- On a ring with at least one site, each Bloch wave solves the Hückel hopping equation at its
level and gains the phase `exp (i θ)` on going once around the ring. -/
theorem blochWave_solves {N : ℕ} (hN : 0 < N) (θ : ℝ) (j : ℕ) (x : ℤ) :
    -(blochWave N θ j (x + 1) + blochWave N θ j (x - 1)) = level N θ j * blochWave N θ j x ∧
    blochWave N θ j (x + N) = Complex.exp (θ * Complex.I) * blochWave N θ j x := by
  have hN' : (N : ℂ) ≠ 0 := Nat.cast_ne_zero.mpr hN.ne'
  have hk : (waveNumber N θ j : ℂ) * N = 2 * π * j + θ := by
    unfold waveNumber
    push_cast
    exact div_mul_cancel₀ _ hN'
  unfold level blochWave
  generalize waveNumber N θ j = k at hk ⊢
  constructor
  · have h1 : (k : ℂ) * ((x + 1 : ℤ) : ℂ) * Complex.I
        = k * x * Complex.I + k * Complex.I := by push_cast; ring
    have h2 : (k : ℂ) * ((x - 1 : ℤ) : ℂ) * Complex.I
        = k * x * Complex.I + -k * Complex.I := by push_cast; ring
    rw [h1, h2, Complex.exp_add, Complex.exp_add]
    push_cast
    rw [Complex.cos]
    ring
  · have h3 : (k : ℂ) * ((x + N : ℤ) : ℂ) * Complex.I
        = θ * Complex.I + k * x * Complex.I + j * (2 * π * Complex.I) := by
      push_cast
      linear_combination Complex.I * hk
    rw [h3, Complex.exp_add, Complex.exp_add, Complex.exp_nat_mul_two_pi_mul_I, mul_one]
```

One step to the Hückel matrix of the twisted ring remains: that levels 0 to N − 1 are its whole spectrum. By hand, the N factors e^(ik_j) are distinct, so the waves are independent and fill the N-dimensional space.

At N = 2 both neighbours are the same site. The periodic levels are then ∓2, since the two bonds add, and the antiperiodic levels are both 0.

## Levels in opposite pairs

For N = 2M, moving j by M adds π to k_j and reverses the sign of the level ε_j. This is the hypothesis `hflip`. Physically, it is the symmetry between bonding and antibonding levels in an even ring.

All levels therefore sum to zero. Occupying the lower member of each pair gives the energy

−2 Σ_(j<M) |ε_j| = −Σ_(j<2M) |ε_j|

No other set S of M levels does better, because

−2 Σ_S ε_j ≤ Σ_S (|ε_j| − ε_j) ≤ Σ_(j<2M) (|ε_j| − ε_j) = Σ_(j<2M) |ε_j|

The proof has the same two halves, joined by `le_antisymm`. The function `g` picks the lower partner, and `hinj` ensures that no level is picked twice. In the second half, `h1` and `h2` are the two inequalities above.

Without any condition on the levels the formula can fail: two levels at energy 1 give 2, not −2.

```lean
/-- If the levels `j` and `M + j` are always opposite, the half-filled energy of the first `2 M`
levels is minus the sum of their absolute values. -/
theorem halfFilledEnergy_of_paired (M : ℕ) (ε : ℕ → ℝ) (hflip : ∀ j, ε (M + j) = -ε j) :
    halfFilledEnergy (2 * M) ε = -∑ j ∈ range (2 * M), |ε j| := by
  have hz : ∑ j ∈ range (2 * M), ε j = 0 := by
    rw [two_mul M, sum_range_add]
    simp only [hflip, sum_neg_distrib, add_neg_cancel]
  have ha : ∑ j ∈ range (2 * M), |ε j| = 2 * ∑ j ∈ range M, |ε j| := by
    rw [two_mul M, sum_range_add]
    simp only [hflip, abs_neg]
    ring
  unfold halfFilledEnergy
  apply le_antisymm
  · -- occupy the lower partner of each pair
    let g : ℕ → ℕ := fun j => if ε j ≤ 0 then j else M + j
    have hinj : Set.InjOn g (range M : Finset ℕ) := by
      intro a ha b hb h
      have ha' := mem_range.1 (mem_coe.1 ha)
      have hb' := mem_range.1 (mem_coe.1 hb)
      dsimp only [g] at h
      split_ifs at h <;> omega
    have hS : (range M).image g ∈ powersetCard (2 * M / 2) (range (2 * M)) := by
      rw [mem_powersetCard]
      constructor
      · intro y hy
        obtain ⟨j, hj, rfl⟩ := mem_image.1 hy
        have hj' := mem_range.1 hj
        rw [mem_range]
        dsimp only [g]
        split_ifs <;> omega
      · rw [card_image_of_injOn hinj, card_range]
        omega
    have hs : ∑ j ∈ (range M).image g, ε j = -∑ j ∈ range M, |ε j| := by
      rw [sum_image hinj, ← sum_neg_distrib]
      refine sum_congr rfl fun j _ => ?_
      by_cases h : ε j ≤ 0
      · simp only [g, if_pos h, abs_of_nonpos h, neg_neg]
      · simp only [g, if_neg h, hflip, abs_of_pos (not_le.1 h)]
    have h := inf'_le (fun S : Finset ℕ => ∑ j ∈ S, ε j) hS
    linarith
  · -- no other occupation is lower
    have h : -(∑ j ∈ range (2 * M), |ε j|) / 2 ≤ (powersetCard (2 * M / 2) (range (2 * M))).inf'
        (powersetCard_nonempty.2 (by rw [card_range]; exact Nat.div_le_self _ 2))
        (fun S => ∑ j ∈ S, ε j) := by
      refine le_inf' _ _ fun S hS => ?_
      have h1 : ∑ j ∈ S, (|ε j| - ε j) ≤ ∑ j ∈ range (2 * M), (|ε j| - ε j) :=
        sum_le_sum_of_subset_of_nonneg (mem_powersetCard.1 hS).1
          (fun j _ _ => sub_nonneg.2 (le_abs_self _))
      have h2 : -(2 * ∑ j ∈ S, ε j) ≤ ∑ j ∈ S, (|ε j| - ε j) := by
        rw [mul_sum, ← sum_neg_distrib]
        exact sum_le_sum fun j _ => by linarith [neg_abs_le (ε j)]
      have h3 : ∑ j ∈ range (2 * M), (|ε j| - ε j)
          = ∑ j ∈ range (2 * M), |ε j| - ∑ j ∈ range (2 * M), ε j := by
        rw [sum_sub_distrib]
      linarith
    linarith
```

## A twist within one period

The range of θ fixes which levels are occupied. By hand, adding 2π to θ only relabels the levels, so either range represents every boundary phase.

To evaluate the sum, write |ε_j| = 2|sin(k_j + π/2)| and split the phase as

θ + πM = t + 2πs, 0 ≤ t ≤ 2π

with s a natural number. The sine's argument is then (t + 2π(j + s))/N. Its absolute value repeats after M steps, so the full sum is twice the sum over any M consecutive terms. Starting at t/N, all M angles lie between 0 and π, and the absolute value can be removed:

Σ_(j<2M) |ε_j| = 4 Σ_(j<M) sin((t + 2πj)/N)

Set q = π/N and x = t/N, where x is now an angle and not a site. Since 2 sin q sin y = cos(y − q) − cos(y + q), neighbouring terms cancel:

2 sin q Σ_(j<M) sin(x + 2jq) = cos(x − q) − cos(x + 2Mq − q) = 2 cos(x − q)

The last equality uses 2Mq = π. Hence

E = −4 cos((t − π)/N) / sin(π/N)

`sum_sin` proves the telescoping identity by induction, and `sum_shift` moves the window one step at a time.

```lean
/-- Telescoping sum of sines at equally spaced angles. -/
theorem sum_sin (M : ℕ) (x q : ℝ) :
    2 * Real.sin q * ∑ j ∈ range M, Real.sin (x + 2 * j * q)
      = Real.cos (x - q) - Real.cos (x + 2 * M * q - q) := by
  induction M with
  | zero => simp
  | succ n ih =>
    have h : x + 2 * ((n + 1 : ℕ) : ℝ) * q - q = (x + 2 * n * q) + q := by push_cast; ring
    rw [sum_range_succ, mul_add, ih, h, Real.cos_add, Real.cos_sub (x + 2 * n * q)]
    ring

private lemma sum_shift (f : ℕ → ℝ) (M : ℕ) (hf : ∀ j, f (j + M) = f j) (s : ℕ) :
    ∑ j ∈ range M, f (j + s) = ∑ j ∈ range M, f j := by
  induction s with
  | zero => rfl
  | succ s ih =>
    have h1 := sum_range_succ (fun j => f (j + s)) M
    have h2 := sum_range_succ' (fun j => f (j + s)) M
    have h3 : f (M + s) = f (0 + s) := by rw [zero_add, add_comm M s, hf]
    have h4 : ∑ j ∈ range M, f (j + (s + 1)) = ∑ j ∈ range M, f (j + 1 + s) :=
      sum_congr rfl fun j _ => by rw [show j + (s + 1) = j + 1 + s by omega]
    linarith
```

In `ringEnergy_window`, `h0` and `h1` bound t and are used in `hpos` to show that the sines are nonnegative; `hθ` is the phase split.

```lean
private lemma ringEnergy_window {M : ℕ} (hM : 0 < M) (s : ℕ) {θ t : ℝ} (h0 : 0 ≤ t)
    (h1 : t ≤ 2 * π) (hθ : θ + π * M = t + 2 * π * s) :
    ringEnergy (2 * M) θ
      = -(4 * Real.cos ((t - π) / (2 * M)) / Real.sin (π / (2 * M))) := by
  have hM1 : (1 : ℝ) ≤ M := by exact_mod_cast hM
  have hD : (0 : ℝ) < 2 * M := by linarith
  have hpi := Real.pi_pos
  have hflip : ∀ j, level (2 * M) θ (M + j) = -level (2 * M) θ j := by
    intro j
    have h : waveNumber (2 * M) θ (M + j) = waveNumber (2 * M) θ j + π := by
      unfold waveNumber
      push_cast
      rw [div_add' _ _ _ hD.ne']
      congr 1
      ring
    unfold level
    rw [h, Real.cos_add_pi]
    ring
  let f : ℕ → ℝ := fun j => |2 * Real.sin ((t + 2 * π * j) / (2 * M))|
  have hf : ∀ j, f (j + M) = f j := by
    intro j
    have h : (t + 2 * π * ((j + M : ℕ) : ℝ)) / (2 * M) = (t + 2 * π * j) / (2 * M) + π := by
      push_cast
      rw [div_add' _ _ _ hD.ne']
      congr 1
      ring
    dsimp only [f]
    rw [h, Real.sin_add_pi, mul_neg, abs_neg]
  have hlev : ∀ j, |level (2 * M) θ j| = f (j + s) := by
    intro j
    have h : (t + 2 * π * ((j + s : ℕ) : ℝ)) / (2 * M) = waveNumber (2 * M) θ j + π / 2 := by
      unfold waveNumber
      push_cast
      rw [div_add' _ _ _ hD.ne']
      congr 1
      linear_combination -hθ
    dsimp only [f]
    rw [h, Real.sin_add_pi_div_two, level, neg_mul, abs_neg]
  -- two equal half-turns, each moved to the window where the sine is nonnegative
  have hsum : ∑ j ∈ range (2 * M), |level (2 * M) θ j| = 2 * ∑ j ∈ range M, f j := by
    have h : ∀ j, f (M + j + s) = f (j + s) := fun j => by
      rw [show M + j + s = j + s + M by omega, hf]
    rw [sum_congr rfl fun j _ => hlev j, two_mul M, sum_range_add]
    simp only [h]
    rw [sum_shift f M hf s]
    ring
  have hpos : ∑ j ∈ range M, f j
      = 2 * ∑ j ∈ range M, Real.sin (t / (2 * M) + 2 * j * (π / (2 * M))) := by
    rw [mul_sum]
    refine sum_congr rfl fun j hj => ?_
    have hj' : (j : ℝ) + 1 ≤ M := by exact_mod_cast mem_range.1 hj
    have hs : 0 ≤ Real.sin ((t + 2 * π * j) / (2 * M)) := by
      apply Real.sin_nonneg_of_nonneg_of_le_pi
      · positivity
      · rw [div_le_iff₀ hD]
        nlinarith [mul_le_mul_of_nonneg_left hj' hpi.le]
    dsimp only [f]
    rw [abs_of_nonneg (by linarith)]
    congr 2
    ring
  have hq : 0 < Real.sin (π / (2 * M)) :=
    Real.sin_pos_of_pos_of_lt_pi (by positivity) (div_lt_self hpi (by linarith))
  have htel := sum_sin M (t / (2 * M)) (π / (2 * M))
  have hend : t / (2 * M) + 2 * M * (π / (2 * M)) - π / (2 * M) = (t - π) / (2 * M) + π := by
    rw [mul_div_cancel₀ π hD.ne']
    ring
  rw [hend, Real.cos_add_pi, ← sub_div] at htel
  rw [ringEnergy, halfFilledEnergy_of_paired M _ hflip, hsum, hpos, neg_inj, eq_div_iff hq.ne']
  linear_combination 2 * htel
```

For M = 2m + 1, take t = θ + π and s = m. This turns 0 ≤ t ≤ 2π into −π ≤ θ ≤ π. Beyond that range the expression can fail: for two sites at θ = 2π it gives +4, while the ring is periodic again and has energy −4.

```lean
/-- Half-filled energy of a ring of `4m + 2` sites for any boundary twist between `-π` and `π`. -/
theorem ringEnergy_four_mul_add_two (m : ℕ) {θ : ℝ} (h0 : -π ≤ θ) (h1 : θ ≤ π) :
    ringEnergy (4 * m + 2) θ
      = -(4 * Real.cos (θ / (4 * m + 2)) / Real.sin (π / (4 * m + 2))) := by
  have h := ringEnergy_window (M := 2 * m + 1) (by omega) m (θ := θ) (t := θ + π)
    (by linarith) (by linarith) (by push_cast; ring)
  have e : 2 * ((2 * m + 1 : ℕ) : ℝ) = 4 * m + 2 := by push_cast; ring
  rw [e, add_sub_cancel_right] at h
  rw [show 4 * m + 2 = 2 * (2 * m + 1) by ring, h]
```

For M = 2m, take t = θ and s = m, which gives the range from 0 to 2π. The condition `0 < m` excludes the empty ring.

```lean
/-- Half-filled energy of a ring of `4m` sites, `m ≥ 1`, for any boundary twist between `0`
and `2π`. -/
theorem ringEnergy_four_mul {m : ℕ} (hm : 0 < m) {θ : ℝ} (h0 : 0 ≤ θ) (h1 : θ ≤ 2 * π) :
    ringEnergy (4 * m) θ
      = -(4 * Real.cos ((θ - π) / (4 * m)) / Real.sin (π / (4 * m))) := by
  have h := ringEnergy_window (M := 2 * m) (by omega) m (θ := θ) (t := θ)
    h0 h1 (by push_cast; ring)
  have e : 2 * ((2 * m : ℕ) : ℝ) = 4 * m := by push_cast; ring
  rw [e] at h
  rw [show 4 * m = 2 * (2 * m) by ring, h]
```

At θ = π the energies are −4 cot(π/N) for 4m + 2 sites and −4/sin(π/N) for 4m. Setting θ = 0 in the two general formulas exchanges these expressions.

```lean
/-- Half-filled energies of the antiperiodic (Möbius) rings with `4m + 2` sites and, for `m ≥ 1`,
with `4m` sites. -/
theorem antiperiodic_energy (m : ℕ) :
    ringEnergy (4 * m + 2) π = -(4 * Real.cot (π / (4 * m + 2))) ∧
    (0 < m → ringEnergy (4 * m) π = -(4 / Real.sin (π / (4 * m)))) := by
  have hpi := Real.pi_pos
  constructor
  · rw [ringEnergy_four_mul_add_two m (by linarith) le_rfl, Real.cot_eq_cos_div_sin, mul_div_assoc]
  · intro hm
    rw [ringEnergy_four_mul hm hpi.le (by linarith), sub_self, zero_div, Real.cos_zero, mul_one]
```

## A twist away from the optimum

The conditions `θ ≠ 0` and `θ ≠ π` exclude comparing the best ring with itself, where a strict inequality must fail. Let u be the distance from the optimum: θ for 4m + 2 sites, θ − π for 4m. Then 0 < |u| ≤ π, so cos(u/N) < 1, while sin(π/N) > 0. The energy is therefore strictly higher than at u = 0.

`untwisted_lt` carries this out for both cases. It confines u/N between −2π and 2π, where the cosine equals 1 only at zero.

```lean
private lemma untwisted_lt {N u : ℝ} (hN : 2 ≤ N) (h0 : -π ≤ u) (h1 : u ≤ π) (hu : u ≠ 0) :
    -(4 * Real.cos (0 / N) / Real.sin (π / N)) < -(4 * Real.cos (u / N) / Real.sin (π / N)) := by
  have hpi := Real.pi_pos
  have hN0 : 0 < N := by linarith
  have hs : 0 < Real.sin (π / N) :=
    Real.sin_pos_of_pos_of_lt_pi (by positivity) (div_lt_self hpi (by linarith))
  have hc : Real.cos (u / N) < 1 := by
    refine lt_of_le_of_ne (Real.cos_le_one _) fun h => ?_
    have ha : -(2 * π) < u / N := by
      rw [lt_div_iff₀ hN0]
      nlinarith
    have hb : u / N < 2 * π := by
      rw [div_lt_iff₀ hN0]
      nlinarith
    exact div_ne_zero hu hN0.ne' ((Real.cos_eq_one_iff_of_lt_of_lt ha hb).1 h)
  rw [zero_div, Real.cos_zero]
  exact neg_lt_neg (div_lt_div_of_pos_right (by linarith) hs)

/-- A half-filled ring of `4m + 2` sites has strictly lower energy with periodic boundaries than
with any other twist between `-π` and `π`. -/
theorem periodic_preferred (m : ℕ) {θ : ℝ} (h0 : -π ≤ θ) (h1 : θ ≤ π) (hθ : θ ≠ 0) :
    ringEnergy (4 * m + 2) 0 < ringEnergy (4 * m + 2) θ := by
  have hpi := Real.pi_pos
  rw [ringEnergy_four_mul_add_two m (by linarith) hpi.le, ringEnergy_four_mul_add_two m h0 h1]
  exact untwisted_lt (by linarith [(Nat.cast_nonneg m : (0 : ℝ) ≤ m)]) h0 h1 hθ
```

For 4m sites, `0 < m` is needed again: an empty ring has energy 0 at every twist, so none is preferred.

```lean
/-- A half-filled ring of `4m` sites, `m ≥ 1`, has strictly lower energy with antiperiodic
(Möbius) boundaries than with any other twist between `0` and `2π`. -/
theorem antiperiodic_preferred {m : ℕ} (hm : 0 < m) {θ : ℝ} (h0 : 0 ≤ θ) (h1 : θ ≤ 2 * π)
    (hθ : θ ≠ π) : ringEnergy (4 * m) π < ringEnergy (4 * m) θ := by
  have hpi := Real.pi_pos
  have hm1 : (1 : ℝ) ≤ m := by exact_mod_cast hm
  rw [ringEnergy_four_mul hm hpi.le (by linarith), ringEnergy_four_mul hm h0 h1, sub_self]
  exact untwisted_lt (by linarith) (by linarith) (by linarith) (sub_ne_zero.2 hθ)

end

end TwistedHuckelRing
```

```lean
#print axioms TwistedHuckelRing.blochWave_solves
#print axioms TwistedHuckelRing.antiperiodic_energy
#print axioms TwistedHuckelRing.periodic_preferred
#print axioms TwistedHuckelRing.antiperiodic_preferred
```

```
'TwistedHuckelRing.blochWave_solves' depends on axioms: [propext, Classical.choice, Quot.sound]
'TwistedHuckelRing.antiperiodic_energy' depends on axioms: [propext, Classical.choice, Quot.sound]
'TwistedHuckelRing.periodic_preferred' depends on axioms: [propext, Classical.choice, Quot.sound]
'TwistedHuckelRing.antiperiodic_preferred' depends on axioms: [propext, Classical.choice, Quot.sound]
```

## Eight k-points for a long chain

In a band calculation for the same non-interacting chain, the ring's wave numbers are a uniform k-point mesh, and θ = π shifts it by half a spacing. With eight points, the unshifted mesh contains k = ±π/2, where the level is zero. Its four lowest levels are −2, −√2, −√2 and 0, giving −1.207 per site after double occupation. The shifted mesh has the occupied levels −1.848 and −0.765, each twice, giving −1.307. The two meshes thus bracket the infinite-chain value −1.273.
